# The rock-salt Coulomb sum over expanding spheres has no limit

The Coulomb series of rock salt is treated here as a sequence of finite sums, one for each natural number $N$, where the $N$-th sum runs over all other ions whose squared distance from a reference ion is at most $N$, with the nearest-neighbour distance as the unit of length. This fixes the order of summation, and in this order the sequence converges to no real number.

In Lean 4 with Mathlib:

```lean
import Mathlib

open Filter Topology

namespace RockSaltExpandingSpheres

noncomputable section

/-- A site of the rock-salt lattice, in units of the nearest-neighbour distance. -/
abbrev Site := ℤ × ℤ × ℤ

/-- The squared distance `i² + j² + k²` of a site from the reference ion at the origin. -/
def sqDist (p : Site) : ℕ := p.1.natAbs ^ 2 + p.2.1.natAbs ^ 2 + p.2.2.natAbs ^ 2

/-- The cube of sites whose coordinates lie between `-N` and `N`. -/
def box (N : ℕ) : Finset Site :=
  Finset.Icc (-(N : ℤ)) N ×ˢ (Finset.Icc (-(N : ℤ)) N ×ˢ Finset.Icc (-(N : ℤ)) N)

/-- The sites other than the origin with squared distance at most `N`. -/
def ball (N : ℕ) : Finset Site := (box N).filter (fun p => p ≠ 0 ∧ sqDist p ≤ N)

/-- The sites with squared distance exactly `n`. -/
def shell (n : ℕ) : Finset Site := (box n).filter (fun p => sqDist p = n)

/-- The number of integer triples with `i² + j² + k² = n`. -/
def r3 (n : ℕ) : ℕ := (shell n).card

/-- The Coulomb sum of alternating unit charges over the sites, other than the origin,
with squared distance at most `N`. -/
def madelungSum (N : ℕ) : ℝ :=
  ∑ p ∈ ball N, (-1 : ℝ) ^ (p.1 + p.2.1 + p.2.2) / √(sqDist p : ℝ)

/-- Every site with squared distance at most `N` lies in the cube `box N`. -/
lemma mem_box_of_le {p : Site} {N : ℕ} (h : sqDist p ≤ N) : p ∈ box N := by
  obtain ⟨i, j, k⟩ := p
  have key : ∀ a b c : ℕ, a ^ 2 + b ^ 2 + c ^ 2 ≤ N → a ≤ N ∧ b ≤ N ∧ c ≤ N := by
    intro a b c h
    have ha := Nat.le_self_pow two_ne_zero a
    have hb := Nat.le_self_pow two_ne_zero b
    have hc := Nat.le_self_pow two_ne_zero c
    refine ⟨?_, ?_, ?_⟩ <;> nlinarith
  obtain ⟨hi, hj, hk⟩ := key _ _ _ h
  simp only [box, Finset.mem_product, Finset.mem_Icc]
  dsimp only at hi hj hk
  omega

/-- The ball consists of exactly the nonzero sites with squared distance at most `N`. -/
lemma mem_ball {p : Site} {N : ℕ} : p ∈ ball N ↔ p ≠ 0 ∧ sqDist p ≤ N := by
  rw [ball, Finset.mem_filter]
  exact ⟨fun h => h.2, fun h => ⟨mem_box_of_le h.2, h⟩⟩

/-- The shell consists of exactly the sites with squared distance `n`. -/
lemma mem_shell {p : Site} {n : ℕ} : p ∈ shell n ↔ sqDist p = n := by
  rw [shell, Finset.mem_filter]
  exact ⟨fun h => h.2, fun h => ⟨mem_box_of_le h.le, h⟩⟩

/-- Only the origin has squared distance zero. -/
lemma sqDist_eq_zero {p : Site} : sqDist p = 0 ↔ p = 0 := by
  obtain ⟨i, j, k⟩ := p
  simp [sqDist, and_assoc]

/-- The sign of the charge at a site is fixed by its squared distance from the origin. -/
theorem charge_eq (p : Site) :
    (-1 : ℝ) ^ (p.1 + p.2.1 + p.2.2) = (-1) ^ sqDist p := by
  have hcast : (sqDist p : ℤ) = p.1 ^ 2 + p.2.1 ^ 2 + p.2.2 ^ 2 := by
    simp [sqDist]
  have h : Even (p.1 + p.2.1 + p.2.2) ↔ Even (sqDist p) := by
    rw [← Int.even_coe_nat, hcast]
    simp [Int.even_add, Int.even_pow]
  rcases Nat.even_or_odd (sqDist p) with e | o
  · rw [e.neg_one_pow, (h.2 e).neg_one_zpow]
  · have o' : Odd (p.1 + p.2.1 + p.2.2) :=
      Int.not_even_iff_odd.1 (fun e => Nat.not_even_iff_odd.2 o (h.1 e))
    rw [o.neg_one_pow, o'.neg_one_zpow]

/-- The Coulomb sum over a ball, collected shell by shell. -/
theorem madelungSum_eq_shells (N : ℕ) :
    madelungSum N = ∑ n ∈ Finset.Icc 1 N, (-1 : ℝ) ^ n * (r3 n : ℝ) / √(n : ℝ) := by
  have hmaps : ∀ p ∈ ball N, sqDist p ∈ Finset.Icc 1 N := by
    intro p hp
    obtain ⟨h0, hN⟩ := mem_ball.1 hp
    exact Finset.mem_Icc.2 ⟨Nat.pos_of_ne_zero (fun h => h0 (sqDist_eq_zero.1 h)), hN⟩
  unfold madelungSum
  rw [← Finset.sum_fiberwise_of_maps_to hmaps]
  refine Finset.sum_congr rfl (fun n hn => ?_)
  obtain ⟨h1, hN⟩ := Finset.mem_Icc.1 hn
  have hf : (ball N).filter (fun p => sqDist p = n) = shell n := by
    ext p
    rw [Finset.mem_filter, mem_ball, mem_shell]
    refine ⟨fun h => h.2, fun h => ⟨⟨fun h0 => ?_, by omega⟩, h⟩⟩
    have := sqDist_eq_zero.2 h0
    omega
  -- all ions of one shell contribute the same amount
  have hc : ∀ p ∈ shell n, (-1 : ℝ) ^ (p.1 + p.2.1 + p.2.2) / √(sqDist p : ℝ)
      = (-1) ^ n / √(n : ℝ) := by
    intro p hp
    rw [charge_eq, mem_shell.1 hp]
  rw [hf, Finset.sum_congr rfl hc, Finset.sum_const, nsmul_eq_mul, r3]
  ring

/-- For every `m` some shell with `300 m² ≤ n ≤ 1200 m²` holds at least `m` ions. -/
theorem exists_crowded_shell (m : ℕ) :
    ∃ n, 300 * m ^ 2 ≤ n ∧ n ≤ 1200 * m ^ 2 ∧ m ≤ r3 n := by
  let I : Finset ℤ := Finset.Icc (10 * (m : ℤ)) (20 * (m : ℤ))
  have hI : I.card = 10 * m + 1 := by
    simp only [I, Int.card_Icc]
    omega
  have hsq : ∀ i ∈ I, 100 * m ^ 2 ≤ i.natAbs ^ 2 ∧ i.natAbs ^ 2 ≤ 400 * m ^ 2 := by
    intro i hi
    obtain ⟨h1, h2⟩ := Finset.mem_Icc.1 hi
    have a : 10 * m ≤ i.natAbs := by omega
    have b : i.natAbs ≤ 20 * m := by omega
    have a2 := Nat.pow_le_pow_left a 2
    have b2 := Nat.pow_le_pow_left b 2
    rw [mul_pow] at a2 b2
    norm_num at a2 b2
    exact ⟨a2, b2⟩
  have hmaps : ∀ p ∈ I ×ˢ (I ×ˢ I),
      sqDist p ∈ Finset.Icc (300 * m ^ 2) (1200 * m ^ 2) := by
    intro p hp
    obtain ⟨h1, h23⟩ := Finset.mem_product.1 hp
    obtain ⟨h2, h3⟩ := Finset.mem_product.1 h23
    have b1 := hsq _ h1
    have b2 := hsq _ h2
    have b3 := hsq _ h3
    rw [Finset.mem_Icc, sqDist]
    constructor
    · calc 300 * m ^ 2 = 100 * m ^ 2 + 100 * m ^ 2 + 100 * m ^ 2 := by ring
        _ ≤ _ := add_le_add (add_le_add b1.1 b2.1) b3.1
    · calc _ ≤ 400 * m ^ 2 + 400 * m ^ 2 + 400 * m ^ 2 :=
            add_le_add (add_le_add b1.2 b2.2) b3.2
        _ = 1200 * m ^ 2 := by ring
  have hcard : (Finset.Icc (300 * m ^ 2) (1200 * m ^ 2)).card * m
      ≤ (I ×ˢ (I ×ˢ I)).card := by
    have e : 1200 * m ^ 2 + 1 - 300 * m ^ 2 = 900 * m ^ 2 + 1 := by
      generalize m ^ 2 = q
      omega
    rw [Nat.card_Icc, e, Finset.card_product, Finset.card_product, hI]
    nlinarith [Nat.zero_le (m ^ 3), Nat.zero_le (m ^ 2)]
  -- at least `m` times as many sites as available distances: some distance is taken at least `m` times
  obtain ⟨n, hn, hm⟩ := Finset.exists_le_card_fiber_of_mul_le_card_of_maps_to hmaps
    (Finset.nonempty_Icc.2 (Nat.mul_le_mul_right _ (by norm_num))) hcard
  obtain ⟨h1, h2⟩ := Finset.mem_Icc.1 hn
  refine ⟨n, h1, h2, hm.trans (Finset.card_le_card (fun p hp => ?_))⟩
  exact mem_shell.2 (Finset.mem_filter.1 hp).2

/-- Beyond every radius there is a shell with `r3(n)/√n` at least `1/35`. -/
theorem exists_large_shell_term (K : ℕ) :
    ∃ n, K < n ∧ 1 / 35 ≤ (r3 n : ℝ) / √(n : ℝ) := by
  obtain ⟨n, h1, h2, h3⟩ := exists_crowded_shell (K + 1)
  have hK : K < n := by nlinarith
  refine ⟨n, hK, ?_⟩
  have hpos : 0 < √(n : ℝ) := Real.sqrt_pos.2 (by exact_mod_cast (by omega : 0 < n))
  have h2' : (n : ℝ) ≤ 1200 * ((K : ℝ) + 1) ^ 2 := by exact_mod_cast h2
  have h3' : (K : ℝ) + 1 ≤ r3 n := by exact_mod_cast h3
  have hs : √(n : ℝ) ≤ 35 * ((K : ℝ) + 1) :=
    Real.sqrt_le_iff.2 ⟨by positivity, by nlinarith [sq_nonneg ((K : ℝ) + 1)]⟩
  rw [div_le_div_iff₀ (by norm_num) hpos]
  linarith

/-- The magnitude `r3(n)/√n` of the shell contributions does not tend to zero. -/
theorem shell_term_not_tendsto_zero :
    ¬ Tendsto (fun n : ℕ => (r3 n : ℝ) / √(n : ℝ)) atTop (𝓝 0) := by
  intro h
  obtain ⟨K, hK⟩ := Metric.tendsto_atTop.1 h (1 / 35) (by norm_num)
  obtain ⟨n, hn, hl⟩ := exists_large_shell_term K
  have h1 := hK n hn.le
  rw [Real.dist_eq, sub_zero] at h1
  linarith [le_abs_self ((r3 n : ℝ) / √(n : ℝ))]

/-- Going from `N` to `N + 1` changes the Coulomb sum by `r3(N + 1)/√(N + 1)` in absolute value. -/
theorem abs_madelungSum_step (N : ℕ) :
    |madelungSum (N + 1) - madelungSum N| = (r3 (N + 1) : ℝ) / √((N + 1 : ℕ) : ℝ) := by
  rw [madelungSum_eq_shells (N + 1), madelungSum_eq_shells N,
    Finset.sum_Icc_succ_top (by omega), add_sub_cancel_left, abs_div, abs_mul, abs_pow,
    abs_neg, abs_one, one_pow, one_mul, Nat.abs_cast, abs_of_nonneg (Real.sqrt_nonneg _)]

/-- For every real `L`, the sums over expanding spheres differ from `L` by at least `1/70`
at arbitrarily large radii. -/
theorem madelungSum_far_from_any_value (L : ℝ) (K : ℕ) :
    ∃ N, K ≤ N ∧ 1 / 70 ≤ |madelungSum N - L| := by
  obtain ⟨n, hn, hl⟩ := exists_large_shell_term K
  obtain ⟨N, rfl⟩ : ∃ N, n = N + 1 := ⟨n - 1, by omega⟩
  rw [← abs_madelungSum_step] at hl
  -- the two sums before and after a large jump cannot both be close to `L`
  have tri := abs_sub_le (madelungSum (N + 1)) L (madelungSum N)
  rw [abs_sub_comm L] at tri
  rcases le_or_gt (1 / 70) |madelungSum N - L| with h | h
  · exact ⟨N, by omega, h⟩
  · exact ⟨N + 1, by omega, by linarith⟩

/-- The Coulomb sum of rock salt over expanding spheres does not converge. -/
theorem madelungSum_not_convergent :
    ¬ ∃ L : ℝ, Tendsto madelungSum atTop (𝓝 L) := by
  rintro ⟨L, h⟩
  obtain ⟨K, hK⟩ := Metric.tendsto_atTop.1 h (1 / 70) (by norm_num)
  obtain ⟨N, hN, hl⟩ := madelungSum_far_from_any_value L K
  have h1 := hK N hN
  rw [Real.dist_eq] at h1
  linarith

end

end RockSaltExpandingSpheres
```

```lean
#print axioms RockSaltExpandingSpheres.shell_term_not_tendsto_zero
-- 'RockSaltExpandingSpheres.shell_term_not_tendsto_zero' depends on axioms: [propext, Classical.choice, Quot.sound]
#print axioms RockSaltExpandingSpheres.madelungSum_not_convergent
-- 'RockSaltExpandingSpheres.madelungSum_not_convergent' depends on axioms: [propext, Classical.choice, Quot.sound]
```

## Ions, spheres and what is claimed

A `Site` is a triple of integers $(i,j,k)$, with lengths measured in nearest-neighbour distances. The reference ion sits at the origin, and `sqDist` is the natural number $i^2+j^2+k^2$. The charge at a site is $(-1)^{i+j+k}$, so the reference ion has charge $+1$ and its six nearest neighbours have charge $-1$. The sum `madelungSum N` is

$$S_N=\sum_{0<i^2+j^2+k^2\le N}\frac{(-1)^{i+j+k}}{\sqrt{i^2+j^2+k^2}} .$$

This is the electrostatic potential at the reference ion due to the other ions in the sphere, in units of $e/(4\pi\varepsilon_0 d)$ with $d$ the nearest-neighbour distance. The Madelung constant is usually quoted with the opposite sign, which has no effect on convergence. Since squared distances are integers, the contents of a sphere change only at integer squared radii, and the index $N$ misses no sphere centred on the ion.

The number of integer triples with $i^2+j^2+k^2=n$ is $r_3(n)$, written `r3 n`. There are four main statements:

- `madelungSum_eq_shells`: $S_N=\sum_{n=1}^{N}(-1)^n r_3(n)/\sqrt n$.
- `shell_term_not_tendsto_zero`: $r_3(n)/\sqrt n$ does not tend to zero.
- `madelungSum_far_from_any_value`: for every real $L$ and every $K$ there is an $N\ge K$ with $|S_N-L|\ge 1/70$.
- `madelungSum_not_convergent`: no real $L$ is the limit of $S_N$.

The model is a perfect infinite lattice of unit point charges, with every sphere centred on an ion and cut off sharply. The theorems do not say whether the sums stay bounded, and they concern no other order of summation. The Madelung constant itself is therefore not called into question: it can be obtained, for example, by summation over expanding cubes centred on the ion, which does converge.

## One sign of charge per shell

An integer and its square have the same parity, so $i+j+k$ and $i^2+j^2+k^2$ are both even or both odd. Every ion at squared distance $n$ therefore carries the charge $(-1)^n$ and contributes $(-1)^n/\sqrt n$. There are $r_3(n)$ such ions, and adding up the shells $n=1,\dots,N$ gives the formula for $S_N$.

In the file, `charge_eq` is the parity argument. The sets `ball` and `shell` are cut out of a finite cube, `box`, so that they are finite by construction. The lemmas `mem_ball` and `mem_shell` show that the cube loses nothing: if $a^2+b^2+c^2\le N$ for natural numbers, then $a\le a^2\le N$, and likewise for $b$ and $c$. The proof of `madelungSum_eq_shells` groups the sites of the ball by squared distance with `Finset.sum_fiberwise_of_maps_to`, identifies each group with a shell, and replaces the sum of equal terms by their number times the common value.

## A crowded shell at every scale

A sphere of squared radius $N$ holds a number of sites that grows like $N^{3/2}$, spread over about $N$ possible squared distances. A typical shell thus has of the order of $\sqrt N$ ions, which is just enough to offset the decay of the Coulomb potential. A counting argument turns this estimate into a bound.

Let $m$ be a natural number, and take the sites whose three coordinates all lie between $10m$ and $20m$. There are $(10m+1)^3$ of them. Each squared coordinate lies between $100m^2$ and $400m^2$, so each squared distance lies between $300m^2$ and $1200m^2$, a range of $900m^2+1$ integers. Now

$$(900m^2+1)\,m=900m^3+m\le 1000m^3+300m^2+30m+1=(10m+1)^3 ,$$

so on average each integer in the range is taken by at least $m$ sites. Some $n$ in the range is then taken by at least $m$ sites, and $r_3(n)\ge m$.

This is `exists_crowded_shell`. There `hmaps` places the squared distances in the range, `hcard` is the displayed inequality, and Mathlib's pigeonhole principle supplies $n$. The sites found this way all belong to the shell, whose full count can only be larger.

For $m\ge1$ we have $\sqrt n\le\sqrt{1200}\,m<35m$, and therefore

$$\frac{r_3(n)}{\sqrt n}\ge\frac{m}{35m}=\frac1{35}.$$

Since $n\ge300m^2$, such shells occur beyond every radius. The lemma `exists_large_shell_term` takes $m=K+1$ to obtain $n>K$. If $r_3(n)/\sqrt n$ tended to zero, it would eventually stay below $1/35$, and `shell_term_not_tendsto_zero` derives the contradiction.

## A jump that no limit can absorb

Going from $N$ to $N+1$ adds exactly one shell, possibly empty, so

$$|S_{N+1}-S_N|=\frac{r_3(N+1)}{\sqrt{N+1}} .$$

This is `abs_madelungSum_step`. Choose $N$ so that $n=N+1>K$ is one of the crowded shells. For any real $L$ the triangle inequality gives

$$\frac1{35}\le|S_{N+1}-S_N|\le|S_{N+1}-L|+|S_N-L| ,$$

and at least one of the two distances on the right is $1/70$ or more. Both indices are at least $K$. The proof of `madelungSum_far_from_any_value` follows the same lines: `abs_sub_le` is the triangle inequality, and the case split asks whether $S_N$ is already far from $L$. If it is not, $S_{N+1}$ is. A limit $L$ would require all sufficiently late sums to lie within $1/70$ of it, which gives `madelungSum_not_convergent`.

## Spherical cutoffs in a lattice-sum program

A direct program loops over $i,j,k$, skips the origin, tests $i^2+j^2+k^2\le N$ and adds the signed inverse distance. The first shells have $r_3=6,12,8,6,24,24,0$ for $n=1,\dots,7$, and the output begins

| $N$ | $S_N$ |
|---|---|
| 1 | $-6.000$ |
| 2 | $2.485$ |
| 3 | $-2.134$ |
| 4 | $0.866$ |
| 5 | $-9.867$ |
| 6 | $-0.069$ |
| 7 | $-0.069$ |

The last two entries agree because $7$ is not a sum of three squares. A loop that stops when successive sums agree to within a tolerance would halt here and report a meaningless value. A larger cutoff does not cure this, because large jumps keep returning.

For fixed alternating point charges on a perfect rock-salt lattice, a simulation code therefore cannot obtain the Madelung energy as the limit of sharply truncated, ion-centred spherical sums. Ewald summation avoids the difficulty by splitting the interaction into a short-range part summed in real space and a smooth part summed in reciprocal space, both of which converge rapidly.
